# The pair densities of the first n orbitals x^p exp(−x²/2) need exactly 2n − 1 Cholesky vectors for any positive definite interaction

## Sixteen densities, but only seven vectors

I have a few electrons in one dimension, near a single centre, and I describe them with the orbitals $x^p e^{-x^2/2}$ for $p = 0, \dots, n-1$. For an auxiliary-field Monte Carlo run I factor the matrix of two-electron integrals, whose rows and columns are labelled by pairs of orbitals. With $n = 4$ there are 16 pairs, or 10 if I count $(p,q)$ and $(q,p)$ once, yet the Cholesky decomposition stops after seven vectors. A soft Coulomb repulsion and a contact repulsion give the same seven. Is that my threshold at work, or is seven exact? And if it is exact, could a cleverer factorisation get by with fewer?

## Only the sum of the two powers matters

Seven is exact, and no real factorisation of the form $LL^{\mathsf T}$ has fewer columns. For $n \ge 1$ the number is $2n-1$, whatever the interaction, provided that it is a real inner product on the space spanned by the pair densities. Physically, this means that every nonzero density in that space has a positive self-interaction.

Write $\varphi_p(x) = x^p e^{-x^2/2}$. The density of the pair $i = (p,q)$ is

$$\rho_i(x) = \varphi_p(x)\,\varphi_q(x) = x^{p+q} e^{-x^2}.$$

The exponent $k = p+q$ lies between $0$ and $2n-2$. Each such value occurs: take $p = \min(k, n-1)$ and $q = k - p$, which is at most $n-1$. So the pair densities are the $2n-1$ functions $x^k e^{-x^2}$; those with $0 < k < 2n-2$ occur for more than one ordered pair. These are linearly independent: if $\sum_k c_k x^k e^{-x^2} = 0$ for all $x$, then the polynomial $\sum_k c_k x^k$ vanishes everywhere, and all $c_k$ are zero. The span of the pair densities has dimension $2n-1$.

Now let $B$ be the inner product and $G_{ij} = B(\rho_i, \rho_j)$ the $n^2 \times n^2$ Gram matrix. For a real vector $c$ put $f = \sum_i c_i \rho_i$. Then $(Gc)_i = B(\rho_i, f)$ and $c^{\mathsf T} G c = B(f,f)$. If $Gc = 0$, then $B(f,f) = 0$, so $f = 0$; conversely, $f = 0$ gives $Gc = 0$. The maps $c \mapsto Gc$ and $c \mapsto f$ therefore have the same kernel, and by rank–nullity the same rank:

$$\operatorname{rank} G = 2n-1.$$

To obtain a factor with that many columns, choose a basis $b_k$ of the pair space that is orthogonal with respect to $B$, and expand $\rho_i = \sum_k a_{ik} b_k$. Then

$$G_{ij} = \sum_k a_{ik} a_{jk} B(b_k,b_k) = \sum_k L_{ik} L_{jk}, \qquad L_{ik} = a_{ik}\sqrt{B(b_k,b_k)}.$$

Fewer columns are impossible: if $G = LL^{\mathsf T}$ and $L$ has $m$ columns, then $\operatorname{rank} G \le \operatorname{rank} L \le m$.

In your calculation, pivoted Cholesky picks the largest remaining diagonal element, forms one column from it and subtracts that column's contribution. Each step lowers the rank of the remainder by one, so without rounding the remainder is zero after $2n-1$ steps. A finite threshold can end the process earlier, with $G$ then only approximated. After a change to orthonormal orbitals, which leaves the pair space and hence the count unchanged, column $k$ defines a one-body operator $\hat v_k = \sum_{pq\sigma} L_{(p,q),k}\, a^\dagger_{p\sigma} a_{q\sigma}$. The two-body interaction becomes $\tfrac12 \sum_k \hat v_k^2$ plus a one-body term, and each square receives one auxiliary field per time step. For this one-dimensional, one-centre basis with a single exponent, the number of fields thus grows linearly with $n$.

The statement and its proof in Lean 4 with Mathlib are these:

```lean
import Mathlib

open Matrix Polynomial MeasureTheory

namespace OneCentreCholesky

noncomputable section

/-- The one-centre orbital `x^p exp(-x²/2)`. -/
def orbital (p : ℕ) : ℝ → ℝ := fun x => x ^ p * Real.exp (-x ^ 2 / 2)

/-- The pair density of two of the first `n` orbitals: their pointwise product. -/
def pairDensity (n : ℕ) (i : Fin n × Fin n) : ℝ → ℝ :=
  fun x => orbital i.1 x * orbital i.2 x

/-- The real span of all pair densities of the first `n` orbitals. -/
def pairSpace (n : ℕ) : Submodule ℝ (ℝ → ℝ) :=
  Submodule.span ℝ (Set.range (pairDensity n))

/-- A pair density regarded as a vector of the pair space. -/
def pairVec (n : ℕ) (i : Fin n × Fin n) : pairSpace n :=
  ⟨pairDensity n i, Submodule.subset_span ⟨i, rfl⟩⟩

/-- The matrix of values `B (v i) (v j)` of a bilinear form on a family of vectors. -/
def gramMatrix {ι V : Type*} [AddCommGroup V] [Module ℝ V]
    (B : V →ₗ[ℝ] V →ₗ[ℝ] ℝ) (v : ι → V) : Matrix ι ι ℝ :=
  Matrix.of fun i j => B (v i) (v j)

/-- The linear map that multiplies a polynomial by the Gaussian `exp(-x²)`. -/
def gaussMap : ℝ[X] →ₗ[ℝ] (ℝ → ℝ) where
  toFun P := fun x => P.eval x * Real.exp (-x ^ 2)
  map_add' P Q := by ext x; simp [add_mul]
  map_smul' c P := by ext x; simp [mul_assoc]

/-- The product of orbitals `p` and `q` is `x^(p+q) exp(-x²)`: it depends only on `p + q`. -/
theorem pairDensity_eq {n : ℕ} (i : Fin n × Fin n) :
    pairDensity n i = gaussMap (X ^ ((i.1 : ℕ) + (i.2 : ℕ))) := by
  ext x
  have h : Real.exp (-x ^ 2) = Real.exp (-x ^ 2 / 2) * Real.exp (-x ^ 2 / 2) := by
    rw [← Real.exp_add]; congr 1; ring
  change x ^ (i.1 : ℕ) * Real.exp (-x ^ 2 / 2) * (x ^ (i.2 : ℕ) * Real.exp (-x ^ 2 / 2)) =
    (X ^ ((i.1 : ℕ) + (i.2 : ℕ)) : ℝ[X]).eval x * Real.exp (-x ^ 2)
  rw [eval_pow, eval_X, h]
  ring

/-- For `n ≥ 1` the pair densities span a space of dimension `2n - 1`. -/
theorem finrank_pairSpace {n : ℕ} (hn : 1 ≤ n) :
    Module.finrank ℝ (pairSpace n) + 1 = 2 * n := by
  have hinj : Function.Injective gaussMap := fun P Q h =>
    Polynomial.funext fun x => mul_right_cancel₀ (Real.exp_ne_zero _) (congrFun h x)
  -- distinct powers times the Gaussian are linearly independent
  have hli : LinearIndependent ℝ (fun k : Fin (2 * n - 1) => gaussMap (X ^ (k : ℕ))) := by
    have h0 := (Polynomial.basisMonomials ℝ).linearIndependent.map' gaussMap
      (LinearMap.ker_eq_bot.2 hinj)
    have h1 := h0.comp (fun k : Fin (2 * n - 1) => (k : ℕ)) Fin.val_injective
    have h2 : (fun k : Fin (2 * n - 1) => gaussMap (X ^ (k : ℕ))) =
        (gaussMap ∘ Polynomial.basisMonomials ℝ) ∘ fun k : Fin (2 * n - 1) => (k : ℕ) := by
      funext k
      simp [Polynomial.coe_basisMonomials, Polynomial.monomial_one_right_eq_X_pow]
    rw [h2]
    exact h1
  -- the exponents p + q run over exactly 0, ..., 2n - 2
  have hs : pairSpace n = Submodule.span ℝ
      (Set.range fun k : Fin (2 * n - 1) => gaussMap (X ^ (k : ℕ))) := by
    unfold pairSpace
    congr 1
    ext f
    constructor
    · rintro ⟨i, rfl⟩
      have h1 := i.1.isLt
      have h2 := i.2.isLt
      exact ⟨⟨(i.1 : ℕ) + (i.2 : ℕ), by omega⟩, (pairDensity_eq i).symm⟩
    · rintro ⟨k, rfl⟩
      have hk := k.isLt
      refine ⟨(⟨min (k : ℕ) (n - 1), by omega⟩, ⟨(k : ℕ) - min (k : ℕ) (n - 1), by omega⟩), ?_⟩
      have h : min (k : ℕ) (n - 1) + ((k : ℕ) - min (k : ℕ) (n - 1)) = k := by omega
      rw [pairDensity_eq]
      change gaussMap (X ^ (min (k : ℕ) (n - 1) + ((k : ℕ) - min (k : ℕ) (n - 1)))) =
        gaussMap (X ^ (k : ℕ))
      rw [h]
  rw [hs, finrank_span_eq_card hli, Fintype.card_fin]
  omega

/-- For a positive definite form, the rank of a Gram matrix is the dimension of the span of
its vectors. -/
theorem rank_gramMatrix {ι V : Type*} [Fintype ι] [AddCommGroup V] [Module ℝ V]
    (B : V →ₗ[ℝ] V →ₗ[ℝ] ℝ) (v : ι → V) (hpos : ∀ f, f ≠ 0 → 0 < B f f) :
    (gramMatrix B v).rank = Module.finrank ℝ (Submodule.span ℝ (Set.range v)) := by
  have hG : ∀ c i, (gramMatrix B v *ᵥ c) i = B (v i) (Fintype.linearCombination ℝ v c) := by
    intro c i
    simp [gramMatrix, Matrix.mulVec, dotProduct, Fintype.linearCombination_apply, mul_comm]
  -- the kernel consists of the linear relations among the vectors
  have hker : LinearMap.ker (gramMatrix B v).mulVecLin =
      LinearMap.ker (Fintype.linearCombination ℝ v) := by
    ext c
    rw [LinearMap.mem_ker, LinearMap.mem_ker, Matrix.mulVecLin_apply]
    constructor
    · intro h
      by_contra hne
      have h1 := hpos _ hne
      have hB : ∀ w, B (Fintype.linearCombination ℝ v c) w = ∑ i, c i * B (v i) w := by
        intro w
        simp [Fintype.linearCombination_apply]
      have h0 : ∀ i, B (v i) (Fintype.linearCombination ℝ v c) = 0 := fun i => by
        rw [← hG, h]; rfl
      rw [hB] at h1
      simp only [h0, mul_zero, Finset.sum_const_zero, lt_irrefl] at h1
    · intro h
      ext i
      rw [hG, h, map_zero]
      rfl
  have a := LinearMap.finrank_range_add_finrank_ker (gramMatrix B v).mulVecLin
  have b := LinearMap.finrank_range_add_finrank_ker (Fintype.linearCombination ℝ v)
  rw [hker] at a
  rw [Fintype.range_linearCombination] at b
  unfold Matrix.rank
  omega

/-- For a symmetric positive semidefinite form on a finite-dimensional space, every Gram matrix
is `L Lᵀ` with as many columns in `L` as the space has dimensions. -/
theorem gramMatrix_factor {ι V : Type*} [AddCommGroup V] [Module ℝ V]
    [FiniteDimensional ℝ V] (B : V →ₗ[ℝ] V →ₗ[ℝ] ℝ) (v : ι → V)
    (hsymm : ∀ f g, B f g = B g f) (hnn : ∀ f, 0 ≤ B f f) :
    ∃ L : Matrix ι (Fin (Module.finrank ℝ V)) ℝ, gramMatrix B v = L * Lᵀ := by
  have : Invertible (2 : ℝ) := invertibleOfNonzero two_ne_zero
  obtain ⟨b, hb⟩ := LinearMap.BilinForm.exists_orthogonal_basis (B := B)
    ⟨fun x y => by simpa using hsymm x y⟩
  have ho := LinearMap.isOrthoᵢ_def.1 hb
  refine ⟨Matrix.of fun i k => b.repr (v i) k * √(B (b k) (b k)), ?_⟩
  ext i j
  -- expand both vectors in the orthogonal basis
  have h : ∀ k, B (b k) (v j) = b.repr (v j) k * B (b k) (b k) := by
    intro k
    conv_lhs => rw [← b.sum_repr (v j)]
    simp only [map_sum, map_smul, smul_eq_mul]
    refine Finset.sum_eq_single k (fun l _ hl => ?_) (fun hk => absurd (Finset.mem_univ k) hk)
    rw [ho k l hl.symm, mul_zero]
  have key : B (v i) (v j) = ∑ k, b.repr (v i) k * B (b k) (v j) := by
    conv_lhs => rw [← b.sum_repr (v i)]
    simp only [map_sum, map_smul, LinearMap.sum_apply, LinearMap.smul_apply, smul_eq_mul]
  rw [Matrix.mul_apply]
  change B (v i) (v j) = ∑ k, (b.repr (v i) k * √(B (b k) (b k))) *
    (b.repr (v j) k * √(B (b k) (b k)))
  rw [key]
  refine Finset.sum_congr rfl fun k _ => ?_
  rw [h k]
  linear_combination (-(b.repr (v i) k * b.repr (v j) k)) * Real.mul_self_sqrt (hnn (b k))

/-- For `n ≥ 1` and any real inner product on the pair space, the Gram matrix of the `n²` pair
densities has rank `2n - 1`, and this rank is the least number of columns of a real matrix `L`
with Gram matrix `L Lᵀ`. -/
theorem cholesky_count {n : ℕ} (hn : 1 ≤ n) (B : pairSpace n →ₗ[ℝ] pairSpace n →ₗ[ℝ] ℝ)
    (hsymm : ∀ f g, B f g = B g f) (hpos : ∀ f, f ≠ 0 → 0 < B f f) :
    (gramMatrix B (pairVec n)).rank + 1 = 2 * n ∧
    IsLeast {m : ℕ | ∃ L : Matrix (Fin n × Fin n) (Fin m) ℝ,
      gramMatrix B (pairVec n) = L * Lᵀ} (gramMatrix B (pairVec n)).rank := by
  have : FiniteDimensional ℝ (pairSpace n) :=
    FiniteDimensional.span_of_finite ℝ (Set.finite_range _)
  have htop : Submodule.span ℝ (Set.range (pairVec n)) = ⊤ := by
    apply Submodule.map_injective_of_injective (pairSpace n).injective_subtype
    rw [Submodule.map_span, ← Set.range_comp, Submodule.map_subtype_top]
    rfl
  have hr : (gramMatrix B (pairVec n)).rank = Module.finrank ℝ (pairSpace n) := by
    rw [rank_gramMatrix B _ hpos, htop, finrank_top]
  have hnn : ∀ f, 0 ≤ B f f := fun f => by
    by_cases hf : f = 0
    · simp [hf]
    · exact (hpos f hf).le
  refine ⟨by rw [hr]; exact finrank_pairSpace hn, ?_, ?_⟩
  · rw [hr]
    exact gramMatrix_factor B _ hsymm hnn
  · -- a product L Lᵀ has rank at most the number of columns of L
    rintro m ⟨L, hL⟩
    rw [hL]
    simpa using (Matrix.rank_mul_le_left L Lᵀ).trans (Matrix.rank_le_card_width L)

/-- Every function in the pair space is a polynomial times `exp(-x²)`. -/
theorem exists_polynomial {n : ℕ} (f : pairSpace n) : ∃ P, gaussMap P = f.1 := by
  have h : pairSpace n ≤ LinearMap.range gaussMap := by
    refine Submodule.span_le.2 ?_
    rintro _ ⟨i, rfl⟩
    exact ⟨_, (pairDensity_eq i).symm⟩
  exact h f.2

/-- The product of two functions in the pair space is integrable over the line. -/
theorem integrable_mul {n : ℕ} (f g : pairSpace n) : Integrable fun x => f.1 x * g.1 x := by
  have hP : ∀ P : ℝ[X], Integrable fun x : ℝ => P.eval x * Real.exp (-2 * x ^ 2) := by
    intro P
    induction P using Polynomial.induction_on' with
    | add p q hp hq =>
      refine (hp.add hq).congr (Filter.Eventually.of_forall fun x => ?_)
      simp [add_mul]
    | monomial k a =>
      have hk : (-1 : ℝ) < (k : ℝ) := by
        have := Nat.cast_nonneg (α := ℝ) k
        linarith
      refine ((integrable_rpow_mul_exp_neg_mul_sq (b := 2) two_pos hk).const_mul a).congr
        (Filter.Eventually.of_forall fun x => ?_)
      simp only [Real.rpow_natCast, Polynomial.eval_monomial, mul_assoc]
  obtain ⟨P, hf⟩ := exists_polynomial f
  obtain ⟨Q, hg⟩ := exists_polynomial g
  refine (hP (P * Q)).congr (Filter.Eventually.of_forall fun x => ?_)
  have h : Real.exp (-2 * x ^ 2) = Real.exp (-x ^ 2) * Real.exp (-x ^ 2) := by
    rw [← Real.exp_add]; congr 1; ring
  rw [← hf, ← hg]
  change (P * Q).eval x * Real.exp (-2 * x ^ 2) =
    P.eval x * Real.exp (-x ^ 2) * (Q.eval x * Real.exp (-x ^ 2))
  rw [eval_mul, h]
  ring

/-- The overlap metric `∫ f(x) g(x) dx` on the pair space. -/
def overlap (n : ℕ) : pairSpace n →ₗ[ℝ] pairSpace n →ₗ[ℝ] ℝ :=
  LinearMap.mk₂ ℝ (fun f g => ∫ x, f.1 x * g.1 x)
    (fun f g h => by
      rw [← integral_add (integrable_mul f h) (integrable_mul g h)]
      exact congrArg (integral volume) (funext fun x => add_mul _ _ _))
    (fun c f g => by
      rw [smul_eq_mul, ← integral_const_mul]
      exact congrArg (integral volume) (funext fun x => mul_assoc _ _ _))
    (fun f g h => by
      rw [← integral_add (integrable_mul f g) (integrable_mul f h)]
      exact congrArg (integral volume) (funext fun x => mul_add _ _ _))
    (fun c f g => by
      rw [smul_eq_mul, ← integral_const_mul]
      exact congrArg (integral volume) (funext fun x => mul_left_comm _ _ _))

/-- The overlap metric is symmetric and positive definite on the pair space. -/
theorem overlap_witness (n : ℕ) :
    (∀ f g, overlap n f g = overlap n g f) ∧ ∀ f, f ≠ 0 → 0 < overlap n f f := by
  refine ⟨fun f g => congrArg (integral volume) (funext fun x => mul_comm _ _), ?_⟩
  intro f hf
  change 0 < ∫ x, f.1 x * f.1 x
  have h0 : 0 ≤ fun x => f.1 x * f.1 x := fun x => mul_self_nonneg _
  refine lt_of_le_of_ne (integral_nonneg h0) fun h => hf ?_
  have hc : Continuous f.1 := by
    obtain ⟨P, hP⟩ := exists_polynomial f
    rw [← hP]
    exact P.continuous.mul (by fun_prop)
  -- a continuous function whose square integrates to zero vanishes everywhere
  have hae := (integral_eq_zero_iff_of_nonneg h0 (integrable_mul f f)).1 h.symm
  have hz := (Continuous.ae_eq_iff_eq volume (hc.mul hc) continuous_zero).1 hae
  exact Subtype.ext (funext fun x => mul_self_eq_zero.1 (congrFun hz x))

end

end OneCentreCholesky
```

```lean
#print axioms OneCentreCholesky.pairDensity_eq
-- 'OneCentreCholesky.pairDensity_eq' depends on axioms: [propext, Classical.choice, Quot.sound]
#print axioms OneCentreCholesky.cholesky_count
-- 'OneCentreCholesky.cholesky_count' depends on axioms: [propext, Classical.choice, Quot.sound]
```

The main theorem is `cholesky_count`. Its index type `Fin n × Fin n` labels ordered orbital pairs, `pairDensity n i` is $\rho_i$, and `pairSpace n` is the real span of these functions. `pairVec n i` is the same density, regarded as an element of that space. The form `B` is bilinear on the pair space only, so it need not make sense for arbitrary functions. This leaves room for an interaction integral $\iint f(x)\,u(x-y)\,g(y)\,dx\,dy$, once symmetry and positivity have been established for the chosen $u$.

Those two properties are the hypotheses `hsymm` and `hpos`. Positive semidefiniteness alone would not fix the rank, since $B = 0$ gives rank zero. The theorem `overlap_witness` supplies one metric that satisfies both: `overlap n`, the integral $\int f g\,dx$, which is your contact repulsion at unit strength. Your soft Coulomb repulsion, $u(x) = 1/\sqrt{x^2+a^2}$ with $a > 0$, satisfies both as well: $u$ is even, and its Fourier transform $2K_0(a|\omega|)$, with $K_0$ the modified Bessel function, is positive. The Lean code does not prove this second case.

The first conclusion, rank plus one equals `2 * n`, is the count $2n-1$ written without subtraction of natural numbers. The second, `IsLeast`, says that a real `L` with that many columns exists and that every other admissible number of columns is at least as large. `L` is any real matrix with $G = LL^{\mathsf T}$; no triangular shape or pivot order is required.

The orbitals are not normalised. The normalised ones are $\varphi_p/\sqrt{\Gamma(p+\tfrac12)}$, and using them rescales the rows and columns of $G$ by nonzero factors, which changes neither the rank nor the least number of columns. The theorem concerns one dimension, one centre and one common Gaussian exponent; a basis with several centres or exponents needs its own count.

The proof follows the argument above. `gaussMap` sends a polynomial $P$ to $P(x)e^{-x^2}$, and `pairDensity_eq` identifies each pair density as the image of $X^{p+q}$. In `finrank_pairSpace`, `hinj` shows that this map is injective, so `hli` can carry the independence of the monomials over to the functions. The step `hs` shows that the exponents are exactly $0,\dots,2n-2$, with the same choice $p = \min(k,n-1)$.

`rank_gramMatrix` works for any finite family of vectors. Its step `hG` is the identity $(Gc)_i = B(\rho_i,f)$, `hker` equates the two kernels, and `a` and `b` are the two rank–nullity equations, which `omega` combines. `gramMatrix_factor` takes an orthogonal basis from Mathlib and builds the $L$ displayed above. There `key` expands the first vector and `h` the second, and the closing `linear_combination` uses $\sqrt{t}\,\sqrt{t} = t$ for $t = B(b_k,b_k) \ge 0$. This lemma needs only a semidefinite form.

In `cholesky_count`, `htop` records that the pair densities span the whole pair space, so that `hr` can equate the rank with its dimension. The previous lemmas then give the count and the factor, and the last lines bound the rank of $LL^{\mathsf T}$ by the number of columns.

The remaining lemmas serve the overlap metric. `exists_polynomial` writes every element of the pair space as a polynomial times $e^{-x^2}$, and `integrable_mul` reduces products of two such elements to Gaussian moments with weight $e^{-2x^2}$. For positivity, `overlap_witness` uses continuity: if $\int f^2\,dx = 0$, then $f^2$ vanishes almost everywhere, and being continuous it vanishes everywhere.
